# Carrier energy loss to a hot phonon mode: falling per carrier, bounded in total

When the energy loss of hot carriers to optical phonons is calculated, the phonon occupation is often eliminated: the phonon rate equation is set to zero, and its steady solution is inserted into the loss rate. For one phonon mode with linear rates, a fixed carrier temperature and a coupling per carrier that does not depend on the number of carriers, this amounts to dividing the loss to phonons at the lattice temperature by a factor that grows with the number of carriers. At a fixed carrier temperature, the step gives the long-time loss rate if the phonons have exactly one steady occupation and approach it from any starting value. In this model they do. If the carrier temperature changes, the phonons must also relax quickly compared with that change, a question not treated here.

## One mode between carriers and lattice

Let $N$ be the occupation of an optical phonon mode and $n$ the number of carriers that couple to it. The rate equation is

$$\dot N = c\,n\,(N_e - N) - \frac{N - N_0}{\tau}.$$

The first term is emission minus absorption. For carriers in thermal equilibrium among themselves, detailed balance makes this difference proportional to $N_e - N$, where $N_e$ is the Bose occupation of the mode at the carrier temperature. The constant $c$ is the coupling rate per carrier. Taking it to be independent of $n$ means that screening and degeneracy are neglected.

The second term is the decay of the optical phonon into other lattice vibrations, with lifetime $\tau$. These vibrations act as a bath, and $N_0$ is the occupation of the mode at the lattice temperature. Carriers hotter than the lattice have $N_e > N_0$.

On average, each carrier emits a net $c(N_e - N)$ phonons per unit time, and multiplication by the phonon energy gives its power loss. In the formulas below, losses are counted in phonons per unit time.

## What is claimed about occupation and loss

Take $c > 0$ and $\tau > 0$, and define

$$N^* = \frac{c n\tau N_e + N_0}{1 + c n\tau}, \qquad \Gamma = c n + \frac1\tau.$$

For every $n \ge 0$, the net rate vanishes at $N^*$ and nowhere else, and every solution on $t \ge 0$ tends to $N^*$. The steady loss per carrier is

$$c(N_e - N^*) = \frac{c(N_e - N_0)}{1 + c n\tau}.$$

If $N_e > N_0$, this loss strictly decreases as $n$ grows, while the total loss $n\,c(N_e - N^*)$ stays below $(N_e - N_0)/\tau$ and tends to that value as $n \to \infty$. In the steady state the total loss equals the phonon decay rate $(N^* - N_0)/\tau$. For $N_e > N_0$, the occupation $N^*$ stays below $N_e$ however many carriers there are.

In Lean, the right-hand side of the rate equation is `phononRate`, $N^*$ is `steadyOccupation`, $\Gamma$ is `relaxationRate`, and $c(N_e - N)$ is `lossPerCarrier`. The symbols $N_e$ and $N_0$ appear as `Ne` and `N0`. All quantities are real numbers, so $n$ varies continuously and occupations are not required to be non-negative.

The predicate `SolvesRateEquation` says that a function `N : ℝ → ℝ` has the prescribed derivative at each $t \ge 0$, taken within the half-line `Set.Ici 0`. At $t = 0$ this is the derivative from the right, and at later times it is the ordinary one. Values at negative times play no part.

The theorem `hot_phonon_bottleneck` collects the fixed point and convergence for each $n > 0$, the strict decrease on $n \ge 0$, and the limit of the total loss. The formula for the loss per carrier is `steady_loss_eq`, and the strict upper bound is `total_loss_lt`.

The name hot-phonon bottleneck usually refers to the slowed cooling of the carriers. Here $N_e$ is held constant, so the theorem concerns the loss rate at a given carrier temperature and gives no cooling curve. The model also has a single mode, with no dependence on the phonon wavevector.

## From the rate equation to the ceiling

**Linear form.** Since $\Gamma = (1 + c n\tau)/\tau$,

$$\Gamma N^* = \frac{c n\tau N_e + N_0}{\tau} = c n N_e + \frac{N_0}{\tau}.$$

Collecting the terms in $N$ on the right-hand side of the rate equation gives

$$c n(N_e - N) - \frac{N - N_0}{\tau} = c n N_e + \frac{N_0}{\tau} - \Gamma N = -\Gamma (N - N^*).$$

Because $\Gamma > 0$, this is zero exactly when $N = N^*$.

**Solutions.** For any solution $N(t)$,

$$\frac{d}{dt}\Big[(N - N^*)e^{\Gamma t}\Big] = \big[-\Gamma(N - N^*) + \Gamma(N - N^*)\big]e^{\Gamma t} = 0.$$

The bracket therefore keeps its initial value $N(0) - N^*$, and

$$N(t) = N^* + (N(0) - N^*)\,e^{-\Gamma t}.$$

Conversely, for any initial value $N_i$, the function $N^* + (N_i - N^*)e^{-\Gamma t}$ has derivative $-\Gamma(N_i - N^*)e^{-\Gamma t}$, which is $-\Gamma$ times its deviation from $N^*$. It solves the equation. As $t \to \infty$ the exponential vanishes, and $N(t) \to N^*$.

**Loss per carrier.** Over a common denominator,

$$N_e - N^* = \frac{(1 + c n\tau)N_e - c n\tau N_e - N_0}{1 + c n\tau} = \frac{N_e - N_0}{1 + c n\tau}.$$

Multiplying by $c$ gives the stated formula. For $0 \le n < m$ we have $1 + c n\tau < 1 + c m\tau$. With the positive numerator $c(N_e - N_0)$, the loss at $m$ is strictly smaller than the loss at $n$.

**Total loss.** Multiplying by $n$,

$$n\,c(N_e - N^*) = \frac{N_e - N_0}{\tau}\cdot\frac{c n\tau}{1 + c n\tau} = \frac{N_e - N_0}{\tau}\left(1 - \frac{1}{1 + c n\tau}\right).$$

The subtracted fraction is positive, which gives the strict bound when $N_e > N_0$. It tends to zero as $n \to \infty$, which gives the limit.

## No carriers, and carriers at the lattice temperature

At $n = 0$ the formulas reduce to $N^* = N_0$ and $\Gamma = 1/\tau$: the mode relaxes exponentially to the lattice occupation, with its own lifetime as the time constant. The expression for the loss per carrier becomes $c(N_e - N_0)$, the loss to phonons that the carriers have not heated, and the total loss is zero.

The condition $N_e > N_0$ is needed for the strict statements. Take $c = \tau = 1$ and $N_e = N_0 = 1$. Then $N^* = 1$ for every $n \ge 0$, and the loss per carrier is zero at $n = 0$ and at $n = 1$ alike, so it does not strictly decrease. The strict bound would read $0 < 0$. Convergence to $N^*$ still holds, as does the limit of the total loss, which is now zero.

## The Lean file

```lean
import Mathlib

open Filter Topology

namespace HotPhononBottleneck

noncomputable section

/-- Net rate of change of the phonon occupation `N`: the net emission `c n (Ne - N)` by `n`
carriers, minus the decay term `(N - N0) / τ`, for a lifetime `τ ≠ 0`. -/
def phononRate (c n τ Ne N0 N : ℝ) : ℝ := c * n * (Ne - N) - (N - N0) / τ

/-- The occupation `(c n τ Ne + N0) / (1 + c n τ)`, for `1 + c n τ ≠ 0`. -/
def steadyOccupation (c n τ Ne N0 : ℝ) : ℝ := (c * n * τ * Ne + N0) / (1 + c * n * τ)

/-- The sum of the carrier-induced rate `c n` and the decay rate `1 / τ`, for `τ ≠ 0`. -/
def relaxationRate (c n τ : ℝ) : ℝ := c * n + 1 / τ

/-- Net number of phonons emitted per carrier and unit time at phonon occupation `N`. -/
def lossPerCarrier (c Ne N : ℝ) : ℝ := c * (Ne - N)

/-- `N` obeys the phonon rate equation at all times `t ≥ 0` (one-sided derivative at `0`),
for a lifetime `τ ≠ 0`. -/
def SolvesRateEquation (c n τ Ne N0 : ℝ) (N : ℝ → ℝ) : Prop :=
  ∀ t, 0 ≤ t → HasDerivWithinAt N (phononRate c n τ Ne N0 (N t)) (Set.Ici 0) t

/-- Exponential approach from the initial occupation `Ni` to the steady occupation, for `c, τ > 0`
and `n ≥ 0`. -/
def relaxation (c n τ Ne N0 Ni t : ℝ) : ℝ :=
  steadyOccupation c n τ Ne N0 +
    (Ni - steadyOccupation c n τ Ne N0) * Real.exp (-relaxationRate c n τ * t)

variable {c n τ Ne N0 : ℝ}

/-- For `c, τ > 0` and `n ≥ 0` the net phonon rate is a linear restoring rate towards the
steady occupation. -/
theorem phononRate_eq (hc : 0 < c) (hn : 0 ≤ n) (hτ : 0 < τ) (N : ℝ) :
    phononRate c n τ Ne N0 N =
      -relaxationRate c n τ * (N - steadyOccupation c n τ Ne N0) := by
  have hD : 0 < 1 + c * n * τ := by positivity
  have hS : steadyOccupation c n τ Ne N0 * (1 + c * n * τ) = c * n * τ * Ne + N0 :=
    div_mul_cancel₀ _ hD.ne'
  have hi : τ * τ⁻¹ = 1 := mul_inv_cancel₀ hτ.ne'
  unfold phononRate relaxationRate
  linear_combination (-τ⁻¹) * hS - c * n * (Ne - steadyOccupation c n τ Ne N0) * hi

/-- For `c, τ > 0` and `n ≥ 0` phonon emission and decay balance at the steady occupation
and at no other. -/
theorem phononRate_eq_zero_iff (hc : 0 < c) (hn : 0 ≤ n) (hτ : 0 < τ) (N : ℝ) :
    phononRate c n τ Ne N0 N = 0 ↔ N = steadyOccupation c n τ Ne N0 := by
  have hΓ : 0 < relaxationRate c n τ := by unfold relaxationRate; positivity
  rw [phononRate_eq hc hn hτ]
  constructor
  · intro h
    rcases mul_eq_zero.mp h with h | h <;> linarith
  · intro h
    rw [h, sub_self, mul_zero]

/-- For `c, τ > 0` and `n ≥ 0` the exponential relaxation from any initial occupation
solves the rate equation. -/
theorem relaxation_solves (hc : 0 < c) (hn : 0 ≤ n) (hτ : 0 < τ) (Ni : ℝ) :
    SolvesRateEquation c n τ Ne N0 (relaxation c n τ Ne N0 Ni) := by
  intro t _
  have h0 : HasDerivAt (fun u : ℝ => -relaxationRate c n τ * u) (-relaxationRate c n τ) t :=
    ((hasDerivAt_id' t).const_mul (-relaxationRate c n τ)).congr_deriv (mul_one _)
  have h1 := (h0.exp.const_mul (Ni - steadyOccupation c n τ Ne N0)).const_add
    (steadyOccupation c n τ Ne N0)
  refine HasDerivAt.hasDerivWithinAt (h1.congr_deriv ?_)
  rw [phononRate_eq hc hn hτ]
  unfold relaxation
  ring

/-- For `c, τ > 0` and `n ≥ 0` every solution of the rate equation is the exponential
relaxation from its own initial occupation. -/
theorem solution_eq_relaxation (hc : 0 < c) (hn : 0 ≤ n) (hτ : 0 < τ) {N : ℝ → ℝ}
    (h : SolvesRateEquation c n τ Ne N0 N) {t : ℝ} (ht : 0 ≤ t) :
    N t = relaxation c n τ Ne N0 (N 0) t := by
  unfold relaxation
  set S := steadyOccupation c n τ Ne N0 with hS
  set Γ := relaxationRate c n τ with hΓ
  -- the deviation times the growing exponential is conserved
  have key : ∀ s, 0 ≤ s →
      HasDerivWithinAt (fun u => (N u - S) * Real.exp (Γ * u)) 0 (Set.Ici 0) s := by
    intro s hs
    have h0 : HasDerivAt (fun u : ℝ => Γ * u) Γ s :=
      ((hasDerivAt_id' s).const_mul Γ).congr_deriv (mul_one _)
    refine (((h s hs).sub_const S).mul h0.exp.hasDerivWithinAt).congr_deriv ?_
    rw [phononRate_eq hc hn hτ, ← hS, ← hΓ]
    ring
  have hconst := constant_of_has_deriv_right_zero (a := 0) (b := t)
    (fun s hs => (key s hs.1).continuousWithinAt.mono Set.Icc_subset_Ici_self)
    (fun s hs => (key s hs.1).mono (Set.Ici_subset_Ici.mpr hs.1)) t ⟨ht, le_rfl⟩
  have h1 : (N t - S) * Real.exp (Γ * t) = N 0 - S := by
    have h2 : (N t - S) * Real.exp (Γ * t) = (N 0 - S) * Real.exp (Γ * 0) := hconst
    rw [h2, mul_zero, Real.exp_zero, mul_one]
  have he : Real.exp (-Γ * t) * Real.exp (Γ * t) = 1 := by
    rw [← Real.exp_add, show -Γ * t + Γ * t = 0 by ring, Real.exp_zero]
  linear_combination Real.exp (-Γ * t) * h1 - (N t - S) * he

/-- For `c, τ > 0` and `n ≥ 0` every solution of the rate equation converges to the steady
occupation. -/
theorem solution_tendsto (hc : 0 < c) (hn : 0 ≤ n) (hτ : 0 < τ) {N : ℝ → ℝ}
    (h : SolvesRateEquation c n τ Ne N0 N) :
    Tendsto N atTop (𝓝 (steadyOccupation c n τ Ne N0)) := by
  have hΓ : 0 < relaxationRate c n τ := by unfold relaxationRate; positivity
  have hexp : Tendsto (fun t : ℝ => Real.exp (-relaxationRate c n τ * t)) atTop (𝓝 0) :=
    Real.tendsto_exp_atBot.comp (tendsto_id.const_mul_atTop_of_neg (neg_lt_zero.mpr hΓ))
  have h2 := (hexp.const_mul (N 0 - steadyOccupation c n τ Ne N0)).const_add
    (steadyOccupation c n τ Ne N0)
  rw [mul_zero, add_zero] at h2
  refine h2.congr' ?_
  filter_upwards [eventually_ge_atTop 0] with t ht
  exact (solution_eq_relaxation hc hn hτ h ht).symm

/-- For `c, τ > 0` and `n ≥ 0` the steady loss per carrier is the loss `c (Ne - N0)` to
phonons at the lattice occupation, divided by `1 + c n τ`. -/
theorem steady_loss_eq (hc : 0 < c) (hn : 0 ≤ n) (hτ : 0 < τ) :
    lossPerCarrier c Ne (steadyOccupation c n τ Ne N0) =
      c * (Ne - N0) / (1 + c * n * τ) := by
  have hD : 0 < 1 + c * n * τ := by positivity
  have hS : steadyOccupation c n τ Ne N0 * (1 + c * n * τ) = c * n * τ * Ne + N0 :=
    div_mul_cancel₀ _ hD.ne'
  rw [eq_div_iff hD.ne']
  unfold lossPerCarrier
  linear_combination (-c) * hS

/-- For `c, τ > 0` and `n ≥ 0` the steady loss of all carriers together is
`(Ne - N0) / τ` reduced by the fraction `1 / (1 + c n τ)`. -/
theorem total_loss_eq (hc : 0 < c) (hn : 0 ≤ n) (hτ : 0 < τ) :
    n * lossPerCarrier c Ne (steadyOccupation c n τ Ne N0) =
      (Ne - N0) / τ * (1 - (1 + c * n * τ)⁻¹) := by
  have hD : 0 < 1 + c * n * τ := by positivity
  have hj : (1 + c * n * τ) * (1 + c * n * τ)⁻¹ = 1 := mul_inv_cancel₀ hD.ne'
  have hi : τ * τ⁻¹ = 1 := mul_inv_cancel₀ hτ.ne'
  rw [steady_loss_eq hc hn hτ]
  linear_combination (Ne - N0) * (τ⁻¹ * hj - c * n * (1 + c * n * τ)⁻¹ * hi)

/-- For `c, τ > 0`, `n ≥ 0` and `Ne > N0` the steady loss of all carriers together stays
strictly below `(Ne - N0) / τ`. -/
theorem total_loss_lt (hc : 0 < c) (hn : 0 ≤ n) (hτ : 0 < τ) (hN : N0 < Ne) :
    n * lossPerCarrier c Ne (steadyOccupation c n τ Ne N0) < (Ne - N0) / τ := by
  have hj : 0 < (1 + c * n * τ)⁻¹ := by positivity
  have hP : 0 < (Ne - N0) / τ := div_pos (sub_pos.mpr hN) hτ
  rw [total_loss_eq hc hn hτ]
  linarith [mul_pos hP hj]

/-- Hot-phonon bottleneck, for `c, τ > 0` and `Ne > N0`: for each number of carriers `n > 0` the
phonons have one fixed point, which every solution approaches. The steady loss per carrier strictly
decreases with `n` on `n ≥ 0`, and `n` times it tends to `(Ne - N0) / τ` as `n → ∞`. -/
theorem hot_phonon_bottleneck (hc : 0 < c) (hτ : 0 < τ) (hN : N0 < Ne) :
    (∀ n, 0 < n →
      (∀ N, phononRate c n τ Ne N0 N = 0 ↔ N = steadyOccupation c n τ Ne N0) ∧
      ∀ N, SolvesRateEquation c n τ Ne N0 N →
        Tendsto N atTop (𝓝 (steadyOccupation c n τ Ne N0))) ∧
    StrictAntiOn (fun n => lossPerCarrier c Ne (steadyOccupation c n τ Ne N0)) (Set.Ici 0) ∧
    Tendsto (fun n => n * lossPerCarrier c Ne (steadyOccupation c n τ Ne N0)) atTop
      (𝓝 ((Ne - N0) / τ)) := by
  refine ⟨fun n hn => ⟨phononRate_eq_zero_iff hc hn.le hτ,
    fun N h => solution_tendsto hc hn.le hτ h⟩, ?_, ?_⟩
  · -- a larger number of carriers enlarges the denominator `1 + c n τ`
    intro n hn m hm hnm
    have hn' : 0 ≤ n := hn
    have hm' : 0 ≤ m := hm
    change lossPerCarrier c Ne (steadyOccupation c m τ Ne N0) <
      lossPerCarrier c Ne (steadyOccupation c n τ Ne N0)
    rw [steady_loss_eq hc hm' hτ, steady_loss_eq hc hn' hτ]
    have hD : 0 < 1 + c * n * τ := by positivity
    have hlt : 1 + c * n * τ < 1 + c * m * τ := by
      nlinarith [mul_pos (mul_pos hc hτ) (sub_pos.mpr hnm)]
    exact div_lt_div_of_pos_left (mul_pos hc (sub_pos.mpr hN)) hD hlt
  · -- the missing fraction `1 / (1 + c n τ)` tends to zero as `n → ∞`
    have hD : Tendsto (fun n : ℝ => 1 + c * n * τ) atTop atTop :=
      tendsto_atTop_add_const_left _ 1 ((tendsto_id.const_mul_atTop hc).atTop_mul_const hτ)
    have h := ((tendsto_inv_atTop_zero.comp hD).const_sub 1).const_mul ((Ne - N0) / τ)
    rw [sub_zero, mul_one] at h
    refine h.congr' ?_
    filter_upwards [eventually_ge_atTop 0] with n hn
    exact (total_loss_eq hc hn hτ).symm

end

end HotPhononBottleneck
```

```lean
#print axioms HotPhononBottleneck.relaxation_solves
-- 'HotPhononBottleneck.relaxation_solves' depends on axioms: [propext, Classical.choice, Quot.sound]
#print axioms HotPhononBottleneck.total_loss_lt
-- 'HotPhononBottleneck.total_loss_lt' depends on axioms: [propext, Classical.choice, Quot.sound]
#print axioms HotPhononBottleneck.hot_phonon_bottleneck
-- 'HotPhononBottleneck.hot_phonon_bottleneck' depends on axioms: [propext, Classical.choice, Quot.sound]
```

## How Lean carries out the steps

The linear form is `phononRate_eq`. Its proof records two facts: $N^*(1 + c n\tau) = c n\tau N_e + N_0$ and $\tau\tau^{-1} = 1$. The tactic `linear_combination` then checks that suitable multiples of these account for the difference between the two sides. The lemma `phononRate_eq_zero_iff` uses the product form: if $-\Gamma(N - N^*) = 0$, one factor vanishes, and positivity of $\Gamma$ leaves only $N = N^*$.

`relaxation_solves` differentiates the exponential by the chain rule and compares the result with the linear form. It supplies a solution for every initial occupation, so the statement about every solution has something to speak about.

`solution_eq_relaxation` is the integrating-factor argument. The step `key` shows that $(N - N^*)e^{\Gamma s}$ has derivative zero within the half-line at each $s \ge 0$. Mathlib's `constant_of_has_deriv_right_zero` turns this into constancy on $[0, t]$. It asks only for continuity and a vanishing derivative from the right, which suits an equation posed on $t \ge 0$. The last line multiplies by $e^{-\Gamma t}$ to recover $N(t)$.

For `solution_tendsto`, the explicit exponential form is shown to converge. The result passes to the given solution through `congr'`, which requires the two functions to agree only at sufficiently late times; here they agree for all $t \ge 0$.

`steady_loss_eq` clears the denominator and again uses the defining equation of $N^*$. From it, `total_loss_eq` obtains the form with the missing fraction $1/(1 + c n\tau)$, and `total_loss_lt` follows because that fraction is positive.

The final theorem takes its first part from these lemmas. For the strict decrease it rewrites both losses with `steady_loss_eq`, shows that the denominator grows, and applies `div_lt_div_of_pos_left`. For the limit it shows that $1 + c n\tau$ tends to infinity, so that its inverse tends to zero, and then transfers the result to the total loss with `total_loss_eq` for $n \ge 0$.
